# A continuous path whose squared increments sum to a positive limit has infinite length

## Two meanings of length

The length of a path can be read off from a time-sliced version of it, or it can be defined as the supremum of such readings over all ways of cutting up the time interval. The first depends on the number of slices; the second is a property of the path alone. Both are used here: for a continuous path that is rough enough, the first is shown to diverge as the slicing is refined, and the second is then infinite.

Roughness needs a choice as well. It is expressed as a condition on one fixed path, with equal time slices: the sum of squared increments tends to a positive number. No probability measure on paths enters.

## Where the positive limit comes from

Take a free particle of mass \(m\) on a line, in imaginary time of total duration \(T\), with one end of the path left free. Cut the duration into \(N\) slices. The kinetic part of the path-integral weight is a Gaussian in each increment, with mean square \(\hbar T/(Nm)\). The \(N\) squared increments therefore add up to \(\hbar T/m\) on average, whatever \(N\) is.

The constant \(c\) below stands for this diffusive spread. A path of constant velocity \(v\) behaves differently: its squared increments add up to \(N(vT/N)^2 = v^2T^2/N\), which vanishes as \(N\) grows. That typical imaginary-time paths of the free particle have a positive limit is the physical input, assumed here and not derived.

For simulation the consequence is that, for a single fixed continuous path with this property, the length computed from its time slices does not converge as slices are added.

## The statement

Let \(x\) be a path on \([0,T]\). For \(N \ge 1\) put

\[
t_k = \frac{kT}{N}, \qquad \Delta_k = x(t_{k+1}) - x(t_k), \qquad k = 0,\dots,N-1,
\]

and define the sliced length and the sliced quadratic variation

\[
L_N = \sum_{k=0}^{N-1} \|\Delta_k\|, \qquad Q_N = \sum_{k=0}^{N-1} \|\Delta_k\|^2 .
\]

Let \(V\) be the total variation of \(x\) on \([0,T]\), the supremum of the sums of absolute increments over all finite partitions. If \(x\) is continuous on \([0,T]\) and \(Q_N \to c\) with \(c > 0\), then \(L_N \to \infty\) and \(V = \infty\).

In the Lean file these objects appear as follows.

- The path is `x : ℝ → E`, with `E` a normed additive commutative group. This covers the line, three-dimensional space and the configuration space of several particles. The value of \(c\) depends on the norm chosen.
- The path is a function of all real times, but `ContinuousOn x (Icc 0 T)` constrains it only on the interval.
- `sliceTime T N k`, `increment x T N k`, `slicedLength x T N` and `slicedQuadVar x T N` are \(t_k\), \(\Delta_k\), \(L_N\) and \(Q_N\).
- The hypothesis `hq` says that \(Q_N \to c\), and `hc` says that \(c > 0\).
- \(V\) is `eVariationOn x (Icc 0 T)`, which takes values in the extended non-negative reals, so that infinite length is the equation with `⊤`.

## The derivation

**All increments become small together.** A continuous path on the compact interval \([0,T]\) is uniformly continuous. Given \(\varepsilon > 0\), there is a \(\delta > 0\) such that times closer than \(\delta\) have positions closer than \(\varepsilon\). Neighbouring slice times differ by \(T/N\), which is below \(\delta\) for all large \(N\). Hence \(\|\Delta_k\| \le \varepsilon\) for every \(k < N\) at once.

**The largest increment controls the quadratic variation.** If every \(\|\Delta_k\| \le \varepsilon\), then

\[
Q_N = \sum_{k=0}^{N-1} \|\Delta_k\|\,\|\Delta_k\| \le \varepsilon \sum_{k=0}^{N-1} \|\Delta_k\| = \varepsilon L_N .
\]

**The sliced length passes every bound.** Let \(b\) be any real number. Set \(B = |b| + 1\) and \(\varepsilon = c/(2B)\). For all large \(N\) the increments are at most \(\varepsilon\), and \(Q_N > c/2\) because \(Q_N \to c\). If \(L_N < b\) held for such an \(N\), then \(L_N \le B\), and

\[
Q_N \le \varepsilon L_N \le \frac{c}{2B}\,B = \frac{c}{2},
\]

a contradiction. So \(L_N \ge b\) for all large \(N\), which is what \(L_N \to \infty\) means.

**The total variation is infinite.** The equal slicing is one of the partitions over which the supremum is taken, so \(L_N \le V\) for every \(N\). A finite \(V\) would bound a sequence that tends to infinity.

**Paths of finite length.** The same inequalities can be read in the other direction. Suppose \(x\) is continuous and \(V < \infty\). Given \(\varepsilon > 0\), choose \(N\) so large that all increments are at most \(\varepsilon/(V+1)\). Then

\[
0 \le Q_N \le \frac{\varepsilon}{V+1}\,L_N \le \frac{\varepsilon V}{V+1} < \varepsilon,
\]

so \(Q_N \to 0\).

## What a single jump does

Continuity carries real weight. Let \(x(t) = 0\) for \(t \le 0\) and \(x(t) = 1\) for \(t > 0\), with \(T > 0\). Only the first slice contains the jump, so \(\Delta_0 = 1\) and all other increments vanish. Then \(Q_N = L_N = 1\) for every \(N \ge 1\): the quadratic variation has a positive limit, yet the sliced length stays at 1. The step that fails is the first one, since the largest increment never shrinks.

## The interval of zero duration

The theorems assume only \(T \ge 0\). At \(T = 0\) all slice times coincide, every increment is zero and \(Q_N = 0\) for all \(N\). A positive limit \(c\) is then impossible, so the divergence theorem holds there with no path to apply to, while the result for paths of finite length reduces to the constant sequence zero.

## The Lean file

```lean
import Mathlib

open Filter Set Topology

namespace RoughPathLength

noncomputable section

variable {E : Type*} [NormedAddCommGroup E]

/-- The time `k T / N` at the start of slice `k`, when `[0, T]` is cut into `N ≥ 1` equal slices. -/
def sliceTime (T : ℝ) (N k : ℕ) : ℝ := k * T / N

/-- The displacement of the path `x` during time slice `k` out of `N ≥ 1`. -/
def increment (x : ℝ → E) (T : ℝ) (N k : ℕ) : E :=
  x (sliceTime T N (k + 1)) - x (sliceTime T N k)

/-- The length of the time-sliced path: the sum of the absolute increments over `N` slices. -/
def slicedLength (x : ℝ → E) (T : ℝ) (N : ℕ) : ℝ :=
  ∑ k ∈ Finset.range N, ‖increment x T N k‖

/-- The quadratic variation of the time-sliced path: the sum of the squared increments over
`N` slices. -/
def slicedQuadVar (x : ℝ → E) (T : ℝ) (N : ℕ) : ℝ :=
  ∑ k ∈ Finset.range N, ‖increment x T N k‖ ^ 2

/-- For `T ≥ 0` the slice times with `k ≤ N` lie in the interval `[0, T]`. -/
theorem sliceTime_mem {T : ℝ} (hT : 0 ≤ T) {N k : ℕ} (hk : k ≤ N) :
    sliceTime T N k ∈ Icc 0 T := by
  have hk' : (k : ℝ) ≤ N := by exact_mod_cast hk
  unfold sliceTime
  constructor
  · positivity
  · exact div_le_of_le_mul₀ (Nat.cast_nonneg N) hT (by nlinarith)

/-- If no increment is larger than `δ`, the quadratic variation is at most `δ` times the
length of the sliced path. -/
theorem slicedQuadVar_le (x : ℝ → E) (T : ℝ) (N : ℕ) {δ : ℝ}
    (h : ∀ k < N, ‖increment x T N k‖ ≤ δ) :
    slicedQuadVar x T N ≤ δ * slicedLength x T N := by
  unfold slicedQuadVar slicedLength
  rw [Finset.mul_sum]
  refine Finset.sum_le_sum fun k hk => ?_
  rw [sq]
  exact mul_le_mul_of_nonneg_right (h k (Finset.mem_range.1 hk)) (norm_nonneg _)

/-- For `T ≥ 0` and a path continuous on `[0, T]`, all increments are at most any given `ε > 0` once
the slicing is fine enough. -/
theorem increments_small {x : ℝ → E} {T : ℝ} (hT : 0 ≤ T)
    (hx : ContinuousOn x (Icc 0 T)) {ε : ℝ} (hε : 0 < ε) :
    ∀ᶠ N : ℕ in atTop, ∀ k < N, ‖increment x T N k‖ ≤ ε := by
  -- a continuous path on a compact interval is uniformly continuous
  have hu := isCompact_Icc.uniformContinuousOn_of_continuous hx
  obtain ⟨δ, hδ, h⟩ := Metric.uniformContinuousOn_iff.1 hu ε hε
  filter_upwards [(tendsto_const_div_atTop_nhds_zero_nat T).eventually_lt_const hδ]
    with N hN k hk
  have hstep : sliceTime T N (k + 1) - sliceTime T N k = T / N := by
    unfold sliceTime
    push_cast
    ring
  have hdist : dist (sliceTime T N (k + 1)) (sliceTime T N k) < δ := by
    rw [Real.dist_eq, hstep, abs_of_nonneg (by positivity)]
    exact hN
  have hlt := h _ (sliceTime_mem hT hk) _ (sliceTime_mem hT hk.le) hdist
  rw [dist_eq_norm] at hlt
  exact hlt.le

/-- Let `T ≥ 0`. If a path is continuous on `[0, T]` and its sum of squared increments over `N`
equal time slices tends to some `c > 0`, then its sum of absolute increments tends to infinity. -/
theorem slicedLength_tendsto_atTop {x : ℝ → E} {T c : ℝ} (hT : 0 ≤ T)
    (hx : ContinuousOn x (Icc 0 T)) (hc : 0 < c)
    (hq : Tendsto (slicedQuadVar x T) atTop (𝓝 c)) :
    Tendsto (slicedLength x T) atTop atTop := by
  refine tendsto_atTop.2 fun b => ?_
  have hB : 0 < |b| + 1 := by positivity
  have hε : 0 < c / 2 / (|b| + 1) := by positivity
  filter_upwards [increments_small hT hx hε, hq.eventually_const_lt (half_lt_self hc)]
    with N hsmall hlarge
  have hle := slicedQuadVar_le x T N hsmall
  -- a length below `b` would force the quadratic variation below `c / 2`
  by_contra hlt
  have hL : slicedLength x T N ≤ |b| + 1 := by
    linarith [not_le.1 hlt, le_abs_self b]
  have hmul := mul_le_mul_of_nonneg_left hL hε.le
  rw [div_mul_cancel₀ _ hB.ne'] at hmul
  linarith

/-- For `T ≥ 0` the length of the sliced path never exceeds the total variation of the path
on `[0, T]`. -/
theorem slicedLength_le_variation (x : ℝ → E) {T : ℝ} (hT : 0 ≤ T) (N : ℕ) :
    ENNReal.ofReal (slicedLength x T N) ≤ eVariationOn x (Icc 0 T) := by
  have hmono : MonotoneOn (sliceTime T N) (Iic N) := by
    intro a _ b _ hab
    unfold sliceTime
    gcongr
  have h := eVariationOn.sum_le_of_monotoneOn_Iic (f := x) (s := Icc 0 T) (n := N)
    (u := sliceTime T N) hmono (fun i hi => sliceTime_mem hT hi)
  unfold slicedLength
  rw [ENNReal.ofReal_sum_of_nonneg (fun _ _ => norm_nonneg _)]
  simpa only [edist_dist, dist_eq_norm, increment] using h

/-- For `T ≥ 0`, a path that is continuous on `[0, T]` and whose sliced quadratic variation tends to
some `c > 0` has infinite length on `[0, T]`. -/
theorem infinite_length {x : ℝ → E} {T c : ℝ} (hT : 0 ≤ T)
    (hx : ContinuousOn x (Icc 0 T)) (hc : 0 < c)
    (hq : Tendsto (slicedQuadVar x T) atTop (𝓝 c)) :
    eVariationOn x (Icc 0 T) = ⊤ := by
  by_contra hfin
  obtain ⟨N, hN⟩ := ((slicedLength_tendsto_atTop hT hx hc hq).eventually_ge_atTop
    ((eVariationOn x (Icc 0 T)).toReal + 1)).exists
  have h := (ENNReal.ofReal_le_iff_le_toReal hfin).1 (slicedLength_le_variation x hT N)
  linarith

/-- For `T ≥ 0`, a path that is continuous and of finite length on `[0, T]` has a sliced quadratic
variation that tends to zero. -/
theorem quadVar_tendsto_zero {x : ℝ → E} {T : ℝ} (hT : 0 ≤ T)
    (hx : ContinuousOn x (Icc 0 T)) (hfin : eVariationOn x (Icc 0 T) ≠ ⊤) :
    Tendsto (slicedQuadVar x T) atTop (𝓝 0) := by
  refine Metric.tendsto_nhds.2 fun ε hε => ?_
  have hV : 0 < (eVariationOn x (Icc 0 T)).toReal + 1 := by positivity
  have hδ : 0 < ε / ((eVariationOn x (Icc 0 T)).toReal + 1) := by positivity
  filter_upwards [increments_small hT hx hδ] with N hsmall
  have hle := slicedQuadVar_le x T N hsmall
  have hL := (ENNReal.ofReal_le_iff_le_toReal hfin).1 (slicedLength_le_variation x hT N)
  -- largest increment times total length stays below `ε`
  have hmul := mul_lt_mul_of_pos_left (lt_of_le_of_lt hL (lt_add_one _)) hδ
  rw [div_mul_cancel₀ _ hV.ne'] at hmul
  have hnonneg : 0 ≤ slicedQuadVar x T N := Finset.sum_nonneg fun _ _ => sq_nonneg _
  rw [Real.dist_eq, sub_zero, abs_of_nonneg hnonneg]
  linarith

/-- The path that sits at `0` up to time zero and at `1` afterwards. -/
def jumpPath (t : ℝ) : ℝ := if t ≤ 0 then 0 else 1

/-- For `T > 0` and any number `N ≥ 1` of slices, the path with a single unit jump has sliced
quadratic variation `1` and sliced length `1`. -/
theorem jumpPath_sums {T : ℝ} (hT : 0 < T) {N : ℕ} (hN : 0 < N) :
    slicedQuadVar jumpPath T N = 1 ∧ slicedLength jumpPath T N = 1 := by
  have hN' : (0 : ℝ) < N := by exact_mod_cast hN
  have hpos : ∀ k, 0 < sliceTime T N (k + 1) := by
    intro k
    unfold sliceTime
    positivity
  have hzero : sliceTime T N 0 = 0 := by simp [sliceTime]
  -- only the first slice sees the jump
  have h0 : increment jumpPath T N 0 = 1 := by
    unfold increment jumpPath
    rw [if_neg (not_le_of_gt (hpos 0)), if_pos hzero.le]
    norm_num
  have hs : ∀ k, increment jumpPath T N (k + 1) = 0 := by
    intro k
    unfold increment jumpPath
    rw [if_neg (not_le_of_gt (hpos (k + 1))), if_neg (not_le_of_gt (hpos k))]
    norm_num
  obtain ⟨M, rfl⟩ : ∃ M, N = M + 1 := ⟨N - 1, by omega⟩
  constructor
  · simp [slicedQuadVar, Finset.sum_range_succ', h0, hs]
  · simp [slicedLength, Finset.sum_range_succ', h0, hs]

end

end RoughPathLength
```

```lean
#print axioms RoughPathLength.infinite_length
#print axioms RoughPathLength.quadVar_tendsto_zero
#print axioms RoughPathLength.jumpPath_sums
```

```
'RoughPathLength.infinite_length' depends on axioms: [propext, Classical.choice, Quot.sound]
'RoughPathLength.quadVar_tendsto_zero' depends on axioms: [propext, Classical.choice, Quot.sound]
'RoughPathLength.jumpPath_sums' depends on axioms: [propext, Classical.choice, Quot.sound]
```

## From the inequalities to the Lean proof

`sliceTime_mem` places the slice times with \(k \le N\) in \([0,T]\). Both uniform continuity and the comparison with the total variation need this, because the path is controlled only on that interval.

`increments_small` is the first step of the derivation. Compactness of `Icc 0 T` turns `hx` into uniform continuity, which supplies \(\delta\). The `filter_upwards` line restricts attention to those \(N\) with \(T/N < \delta\). The intermediate fact `hstep` computes the spacing of the slice times, and `hdist` turns it into the distance bound to which uniform continuity applies.

`slicedQuadVar_le` is the inequality \(Q_N \le \varepsilon L_N\), with the bound called `δ`. The factor is moved inside the sum, and the two sums are compared term by term.

`slicedLength_tendsto_atTop` combines these two. Its first line reduces divergence to the claim that \(b \le L_N\) for all large \(N\), with \(b\) arbitrary. The call to `filter_upwards` then collects the two conditions on \(N\): small increments, and \(Q_N > c/2\). The argument by contradiction follows the one above, with `c / 2 / (|b| + 1)` in the role of \(\varepsilon\); `hmul` holds the product bound \(\varepsilon L_N \le c/2\), and `linarith` finds the clash.

`slicedLength_le_variation` proves \(L_N \le V\). Mathlib already bounds the sum of increments along any monotone sequence of times by the total variation, so the work lies in showing that the slice times never decrease with \(k\) and in converting the real sum to an extended non-negative one.

`infinite_length` assumes that \(V\) is finite, picks an \(N\) with \(L_N \ge V + 1\) from the divergence theorem, and contradicts \(L_N \le V\). `quadVar_tendsto_zero` carries out the estimate for paths of finite length; the \(+1\) in the denominator keeps the quotient meaningful when \(V = 0\), as for a constant path.

`jumpPath_sums` evaluates the example with the jump. It computes the first increment as 1 and all later ones as 0, writes \(N = M + 1\), and splits the first term off each sum.
